# An energy-force mismatch of at most M(b − a)³/12 when |E'''| ≤ M

Move an atom a short way in a plane-wave calculation, and compare the drop in energy with the work done by the reported forces, estimated from their values at the two ends. The two numbers generally differ. The difference alone doesn't say whether the forces are wrong, say because a pseudopotential term is missing, or whether the step was merely long. A bound on the disagreement that a finite step produces by itself settles some of these cases: a larger disagreement isn't due to the step length alone.

For an energy $E$ along a path from $a$ to $b$, with force $F=-E'$ and $|E'''|\le M$, the bound is

$$\left|E(b)-E(a)+\frac{(b-a)\,(F(a)+F(b))}{2}\right|\le \frac{M(b-a)^3}{12}.$$

A larger value shows that the four numbers can't be energies and forces of any curve obeying that bound on $E'''$.

In Lean 4 with Mathlib:

```lean
import Mathlib

open Set

namespace EnergyForceConsistency

noncomputable section
```

## Energy change plus trapezoidal work

Exactly, $E(b)-E(a)=-\int_a^b F\,dx$. Replacing the integral by the trapezoidal rule leaves a remainder. For a step of length $h$, energies $e_0,e_1$ and forces $f_0,f_1$, this remainder is

$$m=e_1-e_0+\frac{h(f_0+f_1)}{2}.$$

It is a function of reported numbers only, with no assumption that they belong together.

```lean
/-- The energy change over a step of length `h` plus the trapezoidal work of the forces,
computed from two energies `e₀, e₁` and two forces `f₀, f₁`. -/
def mismatch (h e₀ e₁ f₀ f₁ : ℝ) : ℝ := e₁ - e₀ + h * (f₀ + f₁) / 2
```

## What it means for energy and force to belong together

The predicate `IsEnergyForcePair` says that on $[a,b]$

$$E'=-F,\qquad F'=-K,\qquad K'=T,\qquad |T|\le M.$$

Here `K` is the curvature $E''$, not a kinetic energy, and `T` is the third derivative $E'''$, not a temperature. `HasDerivWithinAt` on `Icc a b` means the ordinary derivative inside the interval and the one-sided derivative at its ends when $a<b$. The third derivative must exist and be bounded, but it need not be continuous.

The constant $M$ measures anharmonicity: it limits how fast the force constant changes along the path. For a harmonic energy one may take $M=0$, and the mismatch vanishes for every step length.

In a plane-wave calculation at fixed cell and cutoff, the basis does not move with the atoms. $E$ is then the energy computed in that finite basis, and the test concerns its derivative, not the distance to the complete-basis limit. With smeared occupations, $E$ must be the total free energy, including the ion-ion energy and the smearing term, because the forces are minus the derivatives of that quantity.

```lean
/-- On `[a, b]` the force is `F = -E'`, and the energy `E` has a third derivative
of modulus at most `M`. Here `K` is the curvature `E''` and `T` is `E'''`. -/
def IsEnergyForcePair (a b M : ℝ) (E F : ℝ → ℝ) : Prop :=
  ∃ K T : ℝ → ℝ, ∀ x ∈ Icc a b,
    HasDerivWithinAt E (-F x) (Icc a b) x ∧
    HasDerivWithinAt F (-K x) (Icc a b) x ∧
    HasDerivWithinAt K (T x) (Icc a b) x ∧ |T x| ≤ M
```

## Slopes of cubics

All comparison curves below are polynomials of degree at most three about a point $a$:

$$\frac{d}{dx}\left[p+q(x-a)+r(x-a)^2+s(x-a)^3\right]=q+2r(x-a)+3s(x-a)^2.$$

The lemma accepts any function `f` equal to such a cubic and any `f'` equal to its slope, so later steps only have to match coefficients.

```lean
/-- The slope of a cubic curve expanded about the point `a`. -/
theorem hasDerivAt_cubic (a p q r s : ℝ) {x f' : ℝ} {f : ℝ → ℝ}
    (hf : ∀ t, f t = p + q * (t - a) + r * (t - a) ^ 2 + s * (t - a) ^ 3)
    (hf' : f' = q + 2 * r * (x - a) + 3 * s * (x - a) ^ 2) : HasDerivAt f f' x := by
  have h1 : HasDerivAt (fun t : ℝ => t - a) 1 x := (hasDerivAt_id x).sub_const a
  have h2 : HasDerivAt (fun t : ℝ => (t - a) ^ 2) (2 * (x - a)) x :=
    (h1.pow 2).congr_deriv (by norm_num)
  have h3 : HasDerivAt (fun t : ℝ => (t - a) ^ 3) (3 * (x - a) ^ 2) x :=
    (h1.pow 3).congr_deriv (by norm_num)
  have hfun : f = fun t => p + q * (t - a) + r * (t - a) ^ 2 + s * (t - a) ^ 3 := funext hf
  rw [hfun, hf']
  exact ((((h1.const_mul q).const_add p).add (h2.const_mul r)).add
    (h3.const_mul s)).congr_deriv (by ring)
```

## Bounding a quantity by its rate of change

Suppose $g(a)=B(a)=0$ and $|g'|\le B'$ on $[a,b]$. Then $B-g$ and $B+g$ both have non-negative slope and start at zero, so neither becomes negative, and $|g|\le B$.

The code obtains this from Mathlib's comparison theorem for norms, which asks for continuity of $g$ and a derivative from the right. Both follow from the derivative within $[a,b]$. No integral of $g'$ is taken, so the proof doesn't have to ask whether $E'''$ is continuous or integrable.

```lean
/-- A quantity that vanishes at `a` and whose rate of change is bounded by that of `B`,
with `B a = 0`, is itself bounded by `B` on `[a, b]`. -/
theorem abs_le_of_rate_le {a b : ℝ} {g g' B B' : ℝ → ℝ}
    (hg : ∀ x ∈ Icc a b, HasDerivWithinAt g (g' x) (Icc a b) x)
    (hga : g a = 0) (hBa : B a = 0) (hB : ∀ x, HasDerivAt B (B' x) x)
    (hle : ∀ x ∈ Icc a b, |g' x| ≤ B' x) : ∀ x ∈ Icc a b, |g x| ≤ B x := by
  intro x hx
  exact image_norm_le_of_norm_deriv_right_le_deriv_boundary
    (fun y hy => (hg y hy).continuousWithinAt)
    (fun y hy => (hg y (Ico_subset_Icc_self hy)).mono_of_mem_nhdsWithin
      (Icc_mem_nhdsGE_of_mem hy))
    (by simp [hga, hBa]) hB (fun y hy => hle y (Ico_subset_Icc_self hy)) hx
```

## Letting the right endpoint move

Let the step end at a variable point $t$ instead of $b$:

$$g(t)=E(t)-E(a)+\frac{(t-a)(F(a)+F(t))}{2}.$$

Using $E'=-F$ and $F'=-K$,

$$g'(t)=-F(t)+\frac{F(a)+F(t)}{2}-\frac{(t-a)K(t)}{2}
=\frac{F(a)-F(t)}{2}-\frac{(t-a)K(t)}{2}.$$

Differentiating again, the curvature cancels:

$$g''(t)=\frac{K(t)}{2}-\frac{K(t)}{2}-\frac{(t-a)T(t)}{2}=-\frac{(t-a)T(t)}{2}.$$

Both $g$ and $g'$ vanish at $a$, and $|g''(t)|\le M(t-a)/2$. Two uses of the comparison give

$$|g'(t)|\le\frac{M(t-a)^2}{4},\qquad |g(t)|\le\frac{M(t-a)^3}{12},$$

and $t=b$ is the claim.

In the proof, `hg` and `hg'` are the two differentiations. The bound on $g''$ comes from multiplying $M-T\ge0$ and $M+T\ge0$ by $t-a\ge0$, after which `nlinarith` finishes the inequality. The intermediate result `b1` is the bound on $g'$, and it serves as the rate condition for the last line.

```lean
/-- For `a ≤ b`, if `F = -E'` and `|E'''| ≤ M` on `[a, b]`, the energy-force mismatch has modulus at
most `M (b - a)³ / 12`. -/
theorem abs_mismatch_le {a b M : ℝ} {E F : ℝ → ℝ} (hab : a ≤ b)
    (h : IsEnergyForcePair a b M E F) :
    |mismatch (b - a) (E a) (E b) (F a) (F b)| ≤ M * (b - a) ^ 3 / 12 := by
  obtain ⟨K, T, hD⟩ := h
  have hs : ∀ x, HasDerivWithinAt (fun t : ℝ => t - a) 1 (Icc a b) x :=
    fun x => ((hasDerivAt_id x).sub_const a).hasDerivWithinAt
  -- first and second derivative of the mismatch with respect to the right endpoint
  have hg : ∀ x ∈ Icc a b, HasDerivWithinAt
      (fun t => E t - E a + (t - a) * (F a + F t) / 2)
      ((F a - F x) / 2 - (x - a) * K x / 2) (Icc a b) x := by
    intro x hx
    obtain ⟨hE, hF, -, -⟩ := hD x hx
    have h3 : HasDerivWithinAt (fun t => (t - a) * (F a + F t))
        (1 * (F a + F x) + (x - a) * (-K x)) (Icc a b) x :=
      (hs x).mul (hF.const_add (F a))
    exact ((hE.sub_const (E a)).add (h3.div_const 2)).congr_deriv (by ring)
  have hg' : ∀ x ∈ Icc a b, HasDerivWithinAt
      (fun t => (F a - F t) / 2 - (t - a) * K t / 2)
      (-((x - a) * T x / 2)) (Icc a b) x := by
    intro x hx
    obtain ⟨-, hF, hK, -⟩ := hD x hx
    have h3 : HasDerivWithinAt (fun t => (t - a) * K t)
        (1 * K x + (x - a) * T x) (Icc a b) x := (hs x).mul hK
    exact (((hF.const_sub (F a)).div_const 2).sub (h3.div_const 2)).congr_deriv (by ring)
  -- apply the comparison twice, starting from the bound on the mismatch's second derivative
  have b1 := abs_le_of_rate_le (B := fun t => M * (t - a) ^ 2 / 4)
    (B' := fun t => M * (t - a) / 2) hg' (by simp) (by simp)
    (fun x => hasDerivAt_cubic a 0 0 (M / 4) 0 (by intro t; ring) (by ring))
    (by
      intro x hx
      obtain ⟨l, u⟩ := abs_le.1 (hD x hx).2.2.2
      have p := mul_nonneg (sub_nonneg.2 hx.1) (sub_nonneg.2 u)
      have q := mul_nonneg (sub_nonneg.2 hx.1) (sub_nonneg.2 l)
      exact abs_le.2 ⟨by nlinarith, by nlinarith⟩)
  exact abs_le_of_rate_le (B := fun t => M * (t - a) ^ 3 / 12)
    (B' := fun t => M * (t - a) ^ 2 / 4) hg (by simp) (by simp)
    (fun x => hasDerivAt_cubic a 0 0 0 (M / 12) (by intro t; ring) (by ring))
    b1 b (right_mem_Icc.2 hab)
```

## Which four numbers pass

For $a<b$ the converse also holds: if the mismatch obeys the bound, some admissible curve has exactly the given energies and forces. Write $h=b-a$ and try

$$E(x)=e_0-f_0(x-a)+\frac{c(x-a)^2}{2}+\frac{t(x-a)^3}{6},$$

$$F(x)=f_0-c(x-a)-\frac{t(x-a)^2}{2}.$$

The letter $t$ now denotes the constant third derivative, as in this part of the code, and $c$ is the curvature at $a$. The values at $a$ are right by construction. The condition $F(b)=f_1$ gives

$$ch=f_0-f_1-\frac{th^2}{2}.$$

Inserting this in $E(b)=e_1$,

$$e_1-e_0=-f_0h+\frac{h(f_0-f_1)}{2}-\frac{th^3}{4}+\frac{th^3}{6}
=-\frac{h(f_0+f_1)}{2}-\frac{th^3}{12}.$$

Hence $m=-th^3/12$, or $t=-12m/h^3$, and $|m|\le Mh^3/12$ gives $|t|\le M$.

The first direction of `consistent_iff` is the bound already proved. The second defines $t$ and $c$ by these equations, supplies the cubic with its derivatives, and checks the two values at $b$ with `linear_combination`.

Passing means that some suitable curve exists, not that the forces are correct. Errors $+\delta$ in $f_0$ and $-\delta$ in $f_1$ cancel in $m$ and stay invisible to this test.

```lean
/-- For `a < b`, two reported energies and two reported forces belong to some energy curve
with `|E'''| ≤ M` exactly when their mismatch is at most `M (b - a)³ / 12` in modulus. -/
theorem consistent_iff {a b : ℝ} (hab : a < b) (M e₀ e₁ f₀ f₁ : ℝ) :
    (∃ E F : ℝ → ℝ, IsEnergyForcePair a b M E F ∧
      E a = e₀ ∧ E b = e₁ ∧ F a = f₀ ∧ F b = f₁) ↔
    |mismatch (b - a) e₀ e₁ f₀ f₁| ≤ M * (b - a) ^ 3 / 12 := by
  constructor
  · rintro ⟨E, F, h, rfl, rfl, rfl, rfl⟩
    exact abs_mismatch_le hab.le h
  · intro hm
    have hh : 0 < b - a := sub_pos.2 hab
    have hh3 : 0 < (b - a) ^ 3 := pow_pos hh 3
    -- third derivative `t` and initial curvature `c` of the interpolating cubic
    obtain ⟨t, ht⟩ : ∃ t, t * (b - a) ^ 3 = -12 * mismatch (b - a) e₀ e₁ f₀ f₁ :=
      ⟨_, div_mul_cancel₀ _ hh3.ne'⟩
    obtain ⟨c, hc⟩ : ∃ c, c * (b - a) = f₀ - f₁ - t * (b - a) ^ 2 / 2 :=
      ⟨_, div_mul_cancel₀ _ hh.ne'⟩
    have htM : |t| ≤ M := by
      obtain ⟨l, u⟩ := abs_le.1 hm
      exact abs_le.2 ⟨le_of_mul_le_mul_right (by linarith) hh3,
        le_of_mul_le_mul_right (by linarith) hh3⟩
    unfold mismatch at ht
    refine ⟨fun x => e₀ - f₀ * (x - a) + c * (x - a) ^ 2 / 2 + t * (x - a) ^ 3 / 6,
      fun x => f₀ - c * (x - a) - t * (x - a) ^ 2 / 2,
      ⟨fun x => c + t * (x - a), fun _ => t, fun x _ => ⟨?_, ?_, ?_, htM⟩⟩,
      by simp, ?_, by simp, ?_⟩
    · exact (hasDerivAt_cubic a e₀ (-f₀) (c / 2) (t / 6)
        (by intro y; ring) (by ring)).hasDerivWithinAt
    · exact (hasDerivAt_cubic a f₀ (-c) (-t / 2) 0
        (by intro y; ring) (by ring)).hasDerivWithinAt
    · exact (hasDerivAt_cubic a c t 0 0 (by intro y; ring) (by ring)).hasDerivWithinAt
    · linear_combination (b - a) / 2 * hc + (-1 / 12) * ht
    · linear_combination -hc
```

## The cubic energy reaches the limit

For $E=Mx^3/6$ with $M\ge0$, the force is $-Mx^2/2$ and $E'''=M$ everywhere. The mismatch is

$$\frac{M(b^3-a^3)}{6}-\frac{(b-a)M(a^2+b^2)}{4}
=\frac{M(b-a)}{12}\left(-a^2+2ab-b^2\right)=-\frac{M(b-a)^3}{12}.$$

Its modulus equals the bound, so the factor $1/12$ can't be lowered. The theorem states both that this pair is admissible and that it attains equality; `ring` carries out the algebra above.

```lean
/-- For `M ≥ 0` and `a ≤ b`, the energy `M x³ / 6` with its force `-M x² / 2`
satisfies the bound on the third derivative and attains the largest allowed mismatch. -/
theorem cubic_attains_bound {a b M : ℝ} (hab : a ≤ b) (hM : 0 ≤ M) :
    IsEnergyForcePair a b M (fun x => M * x ^ 3 / 6) (fun x => -(M * x ^ 2 / 2)) ∧
    |mismatch (b - a) (M * a ^ 3 / 6) (M * b ^ 3 / 6)
      (-(M * a ^ 2 / 2)) (-(M * b ^ 2 / 2))| = M * (b - a) ^ 3 / 12 := by
  constructor
  · refine ⟨fun x => M * x, fun _ => M, fun x _ => ⟨?_, ?_, ?_, (abs_of_nonneg hM).le⟩⟩
    · exact (hasDerivAt_cubic 0 0 0 0 (M / 6)
        (by intro y; ring) (by ring)).hasDerivWithinAt
    · exact (hasDerivAt_cubic 0 0 0 (-M / 2) 0
        (by intro y; ring) (by ring)).hasDerivWithinAt
    · exact (hasDerivAt_cubic 0 0 M 0 0 (by intro y; ring) (by ring)).hasDerivWithinAt
  · have h : mismatch (b - a) (M * a ^ 3 / 6) (M * b ^ 3 / 6)
        (-(M * a ^ 2 / 2)) (-(M * b ^ 2 / 2)) = -(M * (b - a) ^ 3 / 12) := by
      unfold mismatch
      ring
    rw [h, abs_neg, abs_of_nonneg
      (div_nonneg (mul_nonneg hM (pow_nonneg (sub_nonneg.2 hab) 3)) (by norm_num))]
```

## Allowing for errors in the reported values

Incomplete self-consistency leaves errors in both energies and forces. Let each reported energy lie within $\varepsilon$ of the curve and each reported force within $\varphi$. The reported mismatch then differs from the true one by

$$(e_1-E(b))-(e_0-E(a))+\frac{b-a}{2}\left[(f_0-F(a))+(f_1-F(b))\right],$$

whose modulus is at most $2\varepsilon+(b-a)\varphi$. Adding this to the earlier bound gives the threshold to use with real output. The proof splits every modulus into two inequalities, multiplies those for the forces by $b-a\ge0$, and adds.

```lean
/-- For `a ≤ b`, if reported energies are accurate to `ε` and reported forces to `φ`, for an energy
curve with `|E'''| ≤ M` on `[a, b]`, the mismatch has modulus at most
`M (b - a)³ / 12 + 2 ε + (b - a) φ`. -/
theorem abs_mismatch_le_of_errors {a b M ε φ e₀ e₁ f₀ f₁ : ℝ} {E F : ℝ → ℝ} (hab : a ≤ b)
    (h : IsEnergyForcePair a b M E F) (he₀ : |e₀ - E a| ≤ ε) (he₁ : |e₁ - E b| ≤ ε)
    (hf₀ : |f₀ - F a| ≤ φ) (hf₁ : |f₁ - F b| ≤ φ) :
    |mismatch (b - a) e₀ e₁ f₀ f₁| ≤ M * (b - a) ^ 3 / 12 + 2 * ε + (b - a) * φ := by
  have hm := abs_mismatch_le hab h
  have hh : 0 ≤ b - a := sub_nonneg.2 hab
  unfold mismatch at hm ⊢
  obtain ⟨l, u⟩ := abs_le.1 hm
  obtain ⟨l₀, u₀⟩ := abs_le.1 he₀
  obtain ⟨l₁, u₁⟩ := abs_le.1 he₁
  -- force errors enter multiplied by the step length
  have p₀ := mul_le_mul_of_nonneg_left (abs_le.1 hf₀).1 hh
  have q₀ := mul_le_mul_of_nonneg_left (abs_le.1 hf₀).2 hh
  have p₁ := mul_le_mul_of_nonneg_left (abs_le.1 hf₁).1 hh
  have q₁ := mul_le_mul_of_nonneg_left (abs_le.1 hf₁).2 hh
  exact abs_le.2 ⟨by nlinarith, by nlinarith⟩
```

## Displacing many atoms at once

Let $R$ collect all atomic coordinates and $d$ the displacements, both in a real inner product space `V`; for $N$ atoms in three dimensions this is $\mathbb R^{3N}$ with its Euclidean norm. Follow the straight path $R+sd$ for $0\le s\le1$. With $F=-\nabla E$ on the path, the chain rule gives

$$\frac{d}{ds}E(R+sd)=-F(R+sd)\cdot d.$$

The projected force $F\cdot d$ therefore plays the part of the one-dimensional force, with step length 1. In the code, `innerSL ℝ (F (R + s • d))` is the linear map that takes the inner product with the force, so `hE` says $F=-\nabla E$.

The functions `K` and `T` are now the second and third derivatives with respect to $s$. Three derivatives in $s$ bring three factors of $\|d\|$, so the hypothesis reads $|T|\le M\|d\|^3$, where $M$ refers to unit length along the path. The one-dimensional theorem on $[0,1]$ then gives

$$\left|E(R+d)-E(R)+\frac{(F(R)+F(R+d))\cdot d}{2}\right|\le\frac{M\|d\|^3}{12}.$$

This lets two single-point calculations test the forces used in relaxation or molecular dynamics, provided that the energy has the three derivatives assumed along the segment and $M$ is known there. Only the sum of the two forces, projected on $d$, is tested; errors perpendicular to $d$ stay invisible. Knowing $M$ for an actual energy surface is the step that the hypotheses leave to the user. If $M$ is only estimated from a few sampled points, an excessive mismatch may mean wrong forces or too small an $M$.

```lean
/-- For a displacement `d` of all atoms from `R`, with force field `F = -∇E` on the segment and the
third derivative of `s ↦ E (R + s • d)` on `[0, 1]` of modulus at most `M ‖d‖³`, the mismatch
between energies and projected forces has modulus at most `M ‖d‖³ / 12`. -/
theorem abs_mismatch_le_of_displacement {V : Type*} [NormedAddCommGroup V]
    [InnerProductSpace ℝ V] {E : V → ℝ} {F : V → V} {R d : V} {M : ℝ} {K T : ℝ → ℝ}
    (hE : ∀ s ∈ Icc (0 : ℝ) 1, HasFDerivAt E (-(innerSL ℝ (F (R + s • d)))) (R + s • d))
    (hF : ∀ s ∈ Icc (0 : ℝ) 1,
      HasDerivWithinAt (fun u : ℝ => inner ℝ (F (R + u • d)) d) (-K s) (Icc 0 1) s)
    (hK : ∀ s ∈ Icc (0 : ℝ) 1, HasDerivWithinAt K (T s) (Icc 0 1) s)
    (hT : ∀ s ∈ Icc (0 : ℝ) 1, |T s| ≤ M * ‖d‖ ^ 3) :
    |mismatch 1 (E R) (E (R + d)) (inner ℝ (F R) d) (inner ℝ (F (R + d)) d)|
      ≤ M * ‖d‖ ^ 3 / 12 := by
  have hpair : IsEnergyForcePair 0 1 (M * ‖d‖ ^ 3) (fun s => E (R + s • d))
      (fun s => inner ℝ (F (R + s • d)) d) := by
    refine ⟨K, T, fun s hs => ⟨?_, hF s hs, hK s hs, hT s hs⟩⟩
    -- chain rule along the straight path
    have hline : HasDerivAt (fun u : ℝ => R + u • d) d s :=
      (((hasDerivAt_id s).smul_const d).const_add R).congr_deriv (one_smul ℝ d)
    exact ((hE s hs).comp_hasDerivWithinAt s hline.hasDerivWithinAt).congr_deriv (by simp)
  have h := abs_mismatch_le zero_le_one hpair
  simpa using h

end

end EnergyForceConsistency
```

```lean
#print axioms EnergyForceConsistency.consistent_iff
#print axioms EnergyForceConsistency.cubic_attains_bound
#print axioms EnergyForceConsistency.abs_mismatch_le_of_errors
#print axioms EnergyForceConsistency.abs_mismatch_le_of_displacement
```

```
'EnergyForceConsistency.consistent_iff' depends on axioms: [propext, Classical.choice, Quot.sound]
'EnergyForceConsistency.cubic_attains_bound' depends on axioms: [propext, Classical.choice, Quot.sound]
'EnergyForceConsistency.abs_mismatch_le_of_errors' depends on axioms: [propext, Classical.choice, Quot.sound]
'EnergyForceConsistency.abs_mismatch_le_of_displacement' depends on axioms: [propext, Classical.choice, Quot.sound]
```
